# The Rutherford transport cross section diverges logarithmically with the impact-parameter cutoff

We treat an ionised impurity as a bare, fixed Coulomb centre and count only collisions whose impact parameter lies below a sharp cutoff $B$. Inside the cutoff the carrier is deflected as if the ion were alone, and outside it is not deflected at all. The deflection angle is taken from classical Rutherford scattering as a definition,

$$\theta(b) = 2\arctan\frac{a}{b},$$

where $b$ is the impact parameter and $a \neq 0$ is the Coulomb length. The sign of $a$ distinguishes repulsion from attraction, and $|a|$ is the impact parameter at which the carrier turns through a right angle.

A collision through the angle $\theta$ removes the fraction $1-\cos\theta$ of the forward momentum. The transport cross section weights each ring of impact parameters by this fraction:

$$\sigma(B) = \int_0^B 2\pi b\,\bigl(1-\cos\theta(b)\bigr)\,db .$$

The claim is that

$$\sigma(B) = 2\pi a^2 \log\left(1+\frac{B^2}{a^2}\right),$$

with the natural logarithm, and that $\sigma(B)\to\infty$ as $B\to\infty$. In a semiclassical transport simulation that adopts this model, $\sigma(B)$ gives the momentum loss to ionised impurities, for classical carriers that meet one unscreened ion at a time.

## Distant collisions add up to a logarithm

Let $b\neq 0$ and $\varphi=\arctan(a/b)$, so that $\theta=2\varphi$. Since $\cos^2\varphi = 1/(1+\tan^2\varphi)$,

$$\cos^2\varphi = \frac{1}{1+a^2/b^2} = \frac{b^2}{a^2+b^2}.$$

The double-angle formula $\cos 2\varphi = 2\cos^2\varphi-1$ then gives

$$1-\cos\theta(b) = 2-\frac{2b^2}{a^2+b^2} = \frac{2a^2}{a^2+b^2}.$$

The integrand of $\sigma$ is therefore $4\pi a^2 b/(a^2+b^2)$. It is the derivative of a logarithm:

$$\frac{d}{db}\,2\pi a^2\log\left(1+\frac{b^2}{a^2}\right) = 2\pi a^2\,\frac{2b/a^2}{1+b^2/a^2} = \frac{4\pi a^2 b}{a^2+b^2}.$$

The antiderivative vanishes at $b=0$, so its value at $B$ is the integral. As $B$ grows, the argument of the logarithm grows without bound, and so does $\sigma(B)$. For $b\gg|a|$ the integrand is close to $4\pi a^2/b$: each distant collision does little, but the rings grow in area just fast enough for the sum to diverge.

Two consequences follow. For $B\neq0$, exponentiating the closed form gives $\exp\bigl(\sigma(B)/(2\pi a^2)\bigr) = (a^2+B^2)/a^2$, and hence

$$\bigl(1-\cos\theta(B)\bigr)\exp\left(\frac{\sigma(B)}{2\pi a^2}\right)=2 .$$

For $B>0$, $|\theta(B)|$ is the smallest deflection that is counted, so a cutoff in impact parameter is equivalent to a cutoff in angle.

The second consequence is the rate of divergence. For $B>0$,

$$\frac{\sigma(B)}{4\pi a^2}-\log B = \frac12\log\left(\frac{1}{B^2}+\frac{1}{a^2}\right)\longrightarrow -\log|a| .$$

Lengths are measured here in one fixed unit. The leading behaviour is $\sigma\approx4\pi a^2\log(B/|a|)$, the familiar Coulomb logarithm.

## Half the ion spacing as the cutoff

For a carrier of charge $+e$ and kinetic energy $E$, and an ion of charge number $Z$ in a medium of permittivity $\varepsilon$, the Coulomb length is

$$a=\frac{Ze^2}{8\pi\varepsilon E},$$

with $e$ the elementary charge. For an electron $a$ has the opposite sign, and $\sigma$ is the same. The Conwell-Weisskopf cutoff is $B=n^{-1/3}/2$ for ions of density $n$. It stands for the rough idea that a carrier farther than half the mean spacing from one ion should be assigned to another. On the line joining two ions at that spacing, the midpoint is indeed where the nearest ion changes; in other directions the changeover can lie farther out. The ratio that enters the logarithm is

$$\frac{B}{a}=\frac{n^{-1/3}}{2}\cdot\frac{8\pi\varepsilon E}{Ze^2} = \frac{4\pi\varepsilon E}{Ze^2n^{1/3}} .$$

With all parameters positive the argument of the logarithm exceeds 1, so the cross section is strictly positive.

For a small instance, take $a=1$ nm and $n=10^{-3}$ nm$^{-3}$. The mean spacing is 10 nm, so $B=5$ nm and

$$\sigma = 2\pi\log 26\ \text{nm}^2\approx 20.5\ \text{nm}^2 .$$

At the cutoff $1-\cos\theta(B)=2/26$, and multiplying by $\exp(\log 26)=26$ gives 2, as it should. The leading estimate $4\pi\log 5\approx20.2$ nm$^2$ is already close.

In a relaxation-time calculation with this model the cross section enters through the momentum relaxation rate $nv\sigma$, where $v$ is the carrier speed. It is evaluated at each energy, because $a$ depends on $E$. Writing the logarithm as `log1p((B/a)**2)` keeps its accuracy when $B\ll|a|$. A Monte Carlo code with the same model lets collisions occur at the rate $nv\pi B^2$, not $nv\sigma$, because the angle is sampled explicitly. At each collision it can draw $b=B\sqrt{u}$, with $u$ uniform between 0 and 1, and deflect the carrier through $2\arctan(a/b)$, with the azimuth drawn uniformly between 0 and $2\pi$. The sample mean of $1-\cos\theta$, multiplied by $\pi B^2$, should then approach $\sigma$. In the instance above the mean is about 0.26.

## Angle, cross section and cutoff in Lean

All physical quantities are real numbers, understood in one consistent system of units.

```lean
import Mathlib

open Real Filter Topology

namespace ConwellWeisskopf

noncomputable section
```

The first definition is the Rutherford angle. Nothing about the orbit is derived: the inverse-square force enters only through this formula.

```lean
/-- Rutherford deflection angle at impact parameter `b ≠ 0`, for a Coulomb length `a`
whose sign distinguishes repulsion from attraction. -/
def rutherfordAngle (a b : ℝ) : ℝ := 2 * arctan (a / b)
```

Lean sets `a / 0` to 0, so at $b=0$ the defined angle is 0 and not the $\pi$ of a head-on collision; the factor $b$ in the cross section makes this harmless.

```lean
/-- Transport (momentum-transfer) cross section from impact parameters between `0` and `B`. -/
def transportCrossSection (a B : ℝ) : ℝ :=
  ∫ b in (0 : ℝ)..B, 2 * π * b * (1 - cos (rutherfordAngle a b))
```

The cross section is an integral over the interval from 0 to `B`. The cutoff is an ordinary real argument, and the physical case is $B>0$. For negative `B` the integral is oriented, and the closed form still holds because the integrand is odd.

```lean
/-- Coulomb length of a carrier of kinetic energy `E ≠ 0` at an ion of charge number `Z`,
in a medium of permittivity `ε ≠ 0`, with elementary charge `e`. -/
def coulombLength (ε Z e E : ℝ) : ℝ := Z * e ^ 2 / (8 * π * ε * E)
```

The factor $8\pi\varepsilon$ fixes the SI form of the Coulomb energy. The argument `E` is the kinetic energy far from the ion, and the ion is treated as immovable. The carrier is taken to have charge $+e$, so with positive arguments this length describes repulsion. For attraction, as for an electron at a positive ion, $a$ changes sign, which leaves the cross section unchanged, since the closed form contains only $a^2$.

```lean
/-- The Conwell-Weisskopf cutoff: half the mean spacing of ions of density `n > 0`. -/
def halfSpacing (n : ℝ) : ℝ := n ^ (-(1 / 3) : ℝ) / 2
```

The exponent is a real power, and $n^{-1/3}$ is adopted as the mean spacing. No distribution of ion positions enters.

## Momentum loss at one impact parameter

The first theorem is the formula for $1-\cos\theta$. It assumes only `b ≠ 0`, so `a` may have either sign or vanish.

```lean
/-- The fraction of forward momentum lost in a Rutherford collision at impact parameter `b`
is `2a² / (a² + b²)`. -/
theorem one_sub_cos_rutherfordAngle (a : ℝ) {b : ℝ} (hb : b ≠ 0) :
    1 - cos (rutherfordAngle a b) = 2 * a ^ 2 / (a ^ 2 + b ^ 2) := by
  have h : a ^ 2 + b ^ 2 ≠ 0 := by positivity
  have h1 : 1 + (a / b) ^ 2 = (a ^ 2 + b ^ 2) / b ^ 2 := by
    rw [div_pow, add_div, div_self (pow_ne_zero 2 hb), add_comm]
  have h2 : b ^ 2 / (a ^ 2 + b ^ 2) = 1 - a ^ 2 / (a ^ 2 + b ^ 2) := by
    rw [eq_sub_iff_add_eq, ← add_div, add_comm (b ^ 2) (a ^ 2), div_self h]
  rw [rutherfordAngle, cos_two_mul, cos_sq_arctan, h1, one_div_div, h2]
  ring
```

The final `rw` follows the derivation by hand: `cos_two_mul` is the double-angle formula and `cos_sq_arctan` is the expression for $\cos^2\varphi$. The fact `h1` brings that expression to the form $b^2/(a^2+b^2)$, `h2` rewrites it as $1-a^2/(a^2+b^2)$, and `ring` collects the terms.

## The closed form and its divergence

The main theorem assumes `a ≠ 0` and states two things: the closed form for every real `B`, and the limit. The expression `Tendsto (transportCrossSection a) atTop atTop` says that the cross section eventually exceeds any bound as the cutoff grows.

```lean
/-- The transport cross section with cutoff `B` is `2πa² log(1 + B²/a²)`, and it diverges
when the cutoff is removed. -/
theorem transportCrossSection_eq_and_diverges {a : ℝ} (ha : a ≠ 0) :
    (∀ B, transportCrossSection a B = 2 * π * a ^ 2 * log (1 + B ^ 2 / a ^ 2)) ∧
      Tendsto (transportCrossSection a) atTop atTop := by
  have ha2 : a ^ 2 ≠ 0 := pow_ne_zero 2 ha
  -- the factor `b` removes the exceptional point `b = 0`
  have hw : ∀ b : ℝ, 2 * π * b * (1 - cos (rutherfordAngle a b)) =
      4 * π * a ^ 2 * b / (a ^ 2 + b ^ 2) := by
    intro b
    by_cases hb : b = 0
    · simp [hb]
    · rw [one_sub_cos_rutherfordAngle a hb]
      ring
  -- the logarithm is an antiderivative of the integrand
  have hd : ∀ x : ℝ, HasDerivAt (fun b : ℝ => 2 * π * a ^ 2 * log (1 + b ^ 2 / a ^ 2))
      (4 * π * a ^ 2 * x / (a ^ 2 + x ^ 2)) x := by
    intro x
    have h1 : HasDerivAt (fun b : ℝ => 1 + b ^ 2 / a ^ 2) (2 * x / a ^ 2) x :=
      (((hasDerivAt_pow 2 x).div_const (a ^ 2)).const_add 1).congr_deriv (by norm_num)
    have hp : 1 + x ^ 2 / a ^ 2 ≠ 0 := by positivity
    have e : 1 + x ^ 2 / a ^ 2 = (a ^ 2 + x ^ 2) / a ^ 2 := by
      rw [add_div, div_self ha2]
    refine ((h1.log hp).const_mul (2 * π * a ^ 2)).congr_deriv ?_
    rw [e, div_div_div_cancel_right₀ ha2]
    ring
  have hc : Continuous (fun x : ℝ => 4 * π * a ^ 2 * x / (a ^ 2 + x ^ 2)) :=
    Continuous.div (by fun_prop) (by fun_prop) (fun x => by positivity)
  have closed : ∀ B, transportCrossSection a B =
      2 * π * a ^ 2 * log (1 + B ^ 2 / a ^ 2) := by
    intro B
    simp only [transportCrossSection, hw]
    rw [intervalIntegral.integral_eq_sub_of_hasDerivAt (fun x _ => hd x)
      (hc.intervalIntegrable _ _)]
    simp
  refine ⟨closed, Tendsto.congr (fun B => (closed B).symm) ?_⟩
  have hpos : 0 < a ^ 2 := by positivity
  have hpre : 0 < 2 * π * a ^ 2 := by positivity
  have ht : Tendsto (fun B : ℝ => 1 + B ^ 2 / a ^ 2) atTop atTop :=
    tendsto_atTop_add_const_left _ _
      ((tendsto_pow_atTop two_ne_zero).atTop_div_const hpos)
  exact (tendsto_log_atTop.comp ht).const_mul_atTop hpre
```

The step `hw` rewrites the integrand as $4\pi a^2b/(a^2+b^2)$. It treats $b=0$ separately, where both sides vanish, and uses the previous theorem elsewhere. The step `hd` is the differentiation of the logarithm by the chain rule, and `hc` gives the continuity that makes the integrand integrable.

The fundamental theorem of calculus, `intervalIntegral.integral_eq_sub_of_hasDerivAt`, turns the integral into a difference of endpoint values, and `simp` removes the lower one because $\log 1=0$. For the limit, `ht` shows that $1+B^2/a^2$ tends to infinity. Composing with the logarithm and multiplying by the positive constant $2\pi a^2$ completes the proof.

## The smallest counted deflection

The next theorem relates the cross section to the angle at the cutoff. Both `a` and `B` must be nonzero.

```lean
/-- For nonzero `a` and `B`, the cross section and the deflection angle at the cutoff satisfy `(1 -
cos θ(B)) exp(σ / (2πa²)) = 2`. -/
theorem cutoff_angle_relation {a B : ℝ} (ha : a ≠ 0) (hB : B ≠ 0) :
    (1 - cos (rutherfordAngle a B)) *
      exp (transportCrossSection a B / (2 * π * a ^ 2)) = 2 := by
  have hpre : 2 * π * a ^ 2 ≠ 0 := by positivity
  have hp : 0 < 1 + B ^ 2 / a ^ 2 := by positivity
  have hs : a ^ 2 + B ^ 2 ≠ 0 := by positivity
  have e : 1 + B ^ 2 / a ^ 2 = (a ^ 2 + B ^ 2) / a ^ 2 := by
    rw [add_div, div_self (pow_ne_zero 2 ha)]
  rw [(transportCrossSection_eq_and_diverges ha).1 B, mul_div_cancel_left₀ _ hpre,
    exp_log hp, one_sub_cos_rutherfordAngle a hB, e]
  field_simp
```

The proof inserts the closed form, cancels $2\pi a^2$ in the exponent, and uses `exp_log`, which needs the positivity recorded in `hp`. What remains is the product of $2a^2/(a^2+B^2)$ and $(a^2+B^2)/a^2$, which `field_simp` reduces to 2.

## The Coulomb logarithm as a limit

The divergence is now made quantitative, again for `a ≠ 0`. The notation `𝓝 (-log |a|)` stands for convergence to $-\log|a|$, so the theorem fixes the constant next to the logarithm as well as its coefficient.

```lean
/-- For a large cutoff, the cross section in units of `4πa²` is `log B - log |a|` up to a
vanishing error. -/
theorem coulomb_logarithm {a : ℝ} (ha : a ≠ 0) :
    Tendsto (fun B => transportCrossSection a B / (4 * π * a ^ 2) - log B) atTop
      (𝓝 (-log |a|)) := by
  have h0 : Tendsto (fun B : ℝ => (B ^ 2)⁻¹ + (a ^ 2)⁻¹) atTop (𝓝 (0 + (a ^ 2)⁻¹)) :=
    (tendsto_inv_atTop_zero.comp (tendsto_pow_atTop two_ne_zero)).add_const _
  have hne : 0 + (a ^ 2)⁻¹ ≠ 0 := by
    rw [zero_add]
    positivity
  have h1 := (h0.log hne).div_const 2
  have hv : log (0 + (a ^ 2)⁻¹) / 2 = -log |a| := by
    rw [zero_add, log_inv, log_pow, log_abs]
    push_cast
    ring
  rw [hv] at h1
  refine h1.congr' ?_
  filter_upwards [eventually_gt_atTop (0 : ℝ)] with B hB
  have hB2 : B ^ 2 ≠ 0 := pow_ne_zero 2 hB.ne'
  have hs : (B ^ 2)⁻¹ + (a ^ 2)⁻¹ ≠ 0 := by positivity
  have h4 : 4 * π * a ^ 2 ≠ 0 := by positivity
  -- split the factor `B²` off the argument of the logarithm
  have e : 1 + B ^ 2 / a ^ 2 = B ^ 2 * ((B ^ 2)⁻¹ + (a ^ 2)⁻¹) := by
    rw [mul_add, mul_inv_cancel₀ hB2, div_eq_mul_inv]
  have hσ : transportCrossSection a B / (4 * π * a ^ 2) = log (1 + B ^ 2 / a ^ 2) / 2 := by
    rw [(transportCrossSection_eq_and_diverges ha).1 B, div_eq_div_iff h4 two_ne_zero]
    ring
  rw [hσ, e, log_mul hB2 hs, log_pow]
  push_cast
  ring
```

The proof starts from the end of the derivation by hand. The fact `h0` says that $1/B^2+1/a^2$ tends to $1/a^2$; taking logarithms and halving gives `h1`, and `hv` identifies the limit as $-\log|a|$. The rest shows that this expression equals $\sigma(B)/(4\pi a^2)-\log B$ for all $B>0$, which suffices for a limit at infinity. The key identity is `e`, which splits the factor $B^2$ off the argument of the logarithm.

## The cross section at given energy and ion density

The last theorem inserts the physical Coulomb length and the half spacing, with all five parameters positive. It concerns a single carrier energy. The theorem is named after the cutoff it uses. It is not the Conwell-Weisskopf mobility formula, which requires in addition a relaxation time and an average over the carrier distribution.

```lean
/-- For positive parameters and a cutoff at half the mean ion spacing, the transport cross section
is positive and equals `2πa² log(1 + (4πεE / (Ze²n^(1/3)))²)`, where `a` is the Coulomb length. -/
theorem conwell_weisskopf_formula {ε Z e E n : ℝ} (hε : 0 < ε) (hZ : 0 < Z) (he : 0 < e)
    (hE : 0 < E) (hn : 0 < n) :
    0 < transportCrossSection (coulombLength ε Z e E) (halfSpacing n) ∧
      transportCrossSection (coulombLength ε Z e E) (halfSpacing n) =
        2 * π * coulombLength ε Z e E ^ 2 *
          log (1 + (4 * π * ε * E / (Z * e ^ 2 * n ^ (1 / 3 : ℝ))) ^ 2) := by
  have ha : 0 < coulombLength ε Z e E := by
    unfold coulombLength
    positivity
  -- ratio of the cutoff to the Coulomb length
  have hr : halfSpacing n / coulombLength ε Z e E =
      4 * π * ε * E / (Z * e ^ 2 * n ^ (1 / 3 : ℝ)) := by
    unfold halfSpacing coulombLength
    rw [rpow_neg hn.le]
    generalize n ^ (1 / 3 : ℝ) = r
    rw [div_div_eq_mul_div]
    ring
  have hx : 0 < (4 * π * ε * E / (Z * e ^ 2 * n ^ (1 / 3 : ℝ))) ^ 2 := by positivity
  have hlog : 0 < log (1 + (4 * π * ε * E / (Z * e ^ 2 * n ^ (1 / 3 : ℝ))) ^ 2) :=
    log_pos (by linarith)
  rw [(transportCrossSection_eq_and_diverges ha.ne').1, ← div_pow, hr]
  exact ⟨by positivity, rfl⟩

end

end ConwellWeisskopf
```

The step `hr` is the computation of $B/a$. There `rpow_neg` turns $n^{-1/3}$ into the inverse of $n^{1/3}$, and `generalize` names the cube root `r`, so that only the algebra of fractions is left. The closed form then gives the stated equation, and `log_pos` supplies the positivity, since the argument of the logarithm is larger than 1.

```lean
#print axioms ConwellWeisskopf.transportCrossSection_eq_and_diverges
#print axioms ConwellWeisskopf.cutoff_angle_relation
#print axioms ConwellWeisskopf.coulomb_logarithm
#print axioms ConwellWeisskopf.conwell_weisskopf_formula
```

```
'ConwellWeisskopf.transportCrossSection_eq_and_diverges' depends on axioms: [propext, Classical.choice, Quot.sound]
'ConwellWeisskopf.cutoff_angle_relation' depends on axioms: [propext, Classical.choice, Quot.sound]
'ConwellWeisskopf.coulomb_logarithm' depends on axioms: [propext, Classical.choice, Quot.sound]
'ConwellWeisskopf.conwell_weisskopf_formula' depends on axioms: [propext, Classical.choice, Quot.sound]
```
